# With symmetric exchange on a connected network, fast spin diffusion brings the slowest relaxation rate to the site average

**Q.** What is the smallest case that shows the mechanism?

**A.** Two sites with local rates $0$ and $k>0$ exchange polarisation at rate $D\ge 0$. The polarisations $m$, measured from a common equilibrium value, obey $\dot m=-Rm$ with
$$R=\begin{pmatrix}D&-D\\-D&D+k\end{pmatrix},\qquad \lambda_{\min}=D+\tfrac k2-\sqrt{D^2+\tfrac{k^2}{4}}.$$
This rises from $0$ at $D=0$ towards the mean, $k/2$: fast exchange makes the slow site share the relaxing one.

**Q.** And for $N$ sites? An infimum of real eigenvalues needn't be a decay rate.

In Lean 4 with Mathlib:

```lean
import Mathlib

open Matrix Filter Topology

namespace FastSpinDiffusion

noncomputable section

variable {n : Type*} [Fintype n]

/-- The real eigenvalues of a relaxation matrix: the decay rates of its modes. -/
def decayRates (M : Matrix n n ℝ) : Set ℝ := {μ | ∃ v : n → ℝ, v ≠ 0 ∧ M *ᵥ v = μ • v}

/-- The slowest decay rate: the infimum of the real eigenvalues, for a symmetric matrix on a
nonempty set of sites. -/
def slowRate (M : Matrix n n ℝ) : ℝ := sInf (decayRates M)

/-- The mean of the local relaxation rates over a nonempty set of sites. -/
def meanRate (k : n → ℝ) : ℝ := (∑ i, k i) / Fintype.card n

/-- All sites are linked by chains of positive exchange rates. -/
def Linked (W : Matrix n n ℝ) : Prop :=
  ∀ i j, Relation.ReflTransGen (fun a b => 0 < W a b) i j
```

**A.** For symmetric $M$ it is one. By compactness, $x\cdot Mx$ has a minimum $\mu$ on unit vectors, at some $v$. Put $w=Mv-\mu v$. Varying $v+tw$ gives $0\le 2t\,|w|^2+t^2q$ with $q=w\cdot Mw-\mu|w|^2\ge0$. Small negative $t$ forces $w=0$, so $v$ is an eigenvector. Every other eigenvalue is a Rayleigh quotient, hence at least $\mu$. `eigen_of_min`, `exists_min` and `slowRate_spec` carry out these steps.

```lean
/-- For a symmetric matrix, a vector that attains a lower bound of the Rayleigh quotient is an
eigenvector, with that bound as eigenvalue. -/
theorem eigen_of_min {M : Matrix n n ℝ} (hM : M.IsSymm) {μ : ℝ} {v : n → ℝ}
    (h : ∀ x : n → ℝ, μ * (x ⬝ᵥ x) ≤ x ⬝ᵥ M *ᵥ x)
    (hv : v ⬝ᵥ M *ᵥ v = μ * (v ⬝ᵥ v)) : M *ᵥ v = μ • v := by
  obtain ⟨w, hw⟩ : ∃ w, w = M *ᵥ v - μ • v := ⟨_, rfl⟩
  have hsym : v ⬝ᵥ M *ᵥ w = w ⬝ᵥ M *ᵥ v := by
    rw [dotProduct_mulVec, ← mulVec_transpose, hM.eq, dotProduct_comm]
  have hww : w ⬝ᵥ w = w ⬝ᵥ M *ᵥ v - μ * (w ⬝ᵥ v) := by
    have e : w ⬝ᵥ w = w ⬝ᵥ (M *ᵥ v - μ • v) := by rw [← hw]
    rw [e, dotProduct_sub, dotProduct_smul, smul_eq_mul]
  -- vary the minimiser along the residual w
  have key : ∀ a b : ℝ,
      0 ≤ 2 * a * b * (w ⬝ᵥ w) + b ^ 2 * (w ⬝ᵥ M *ᵥ w - μ * (w ⬝ᵥ w)) := by
    intro a b
    have h1 := h (a • v + b • w)
    simp only [mulVec_add, mulVec_smul, dotProduct_add, add_dotProduct, smul_dotProduct,
      dotProduct_smul, smul_eq_mul] at h1
    rw [hsym, dotProduct_comm v w] at h1
    linear_combination h1 + a ^ 2 * hv - 2 * a * b * hww
  have hq : 0 ≤ w ⬝ᵥ M *ᵥ w - μ * (w ⬝ᵥ w) := sub_nonneg.mpr (h w)
  have h1 := key (w ⬝ᵥ M *ᵥ w - μ * (w ⬝ᵥ w) + 1) (-(w ⬝ᵥ w))
  have h2 : (w ⬝ᵥ w) ^ 2 = 0 :=
    le_antisymm (by nlinarith [mul_nonneg (sq_nonneg (w ⬝ᵥ w)) hq]) (sq_nonneg _)
  have h3 : w = 0 := dotProduct_self_eq_zero.mp ((pow_eq_zero_iff two_ne_zero).mp h2)
  exact sub_eq_zero.mp (hw.symm.trans h3)

/-- On a closed set of vectors that is stable under scaling and contains a nonzero vector, the
Rayleigh quotient attains its minimum at a unit vector. -/
theorem exists_min (M : Matrix n n ℝ) {S : Set (n → ℝ)} (hS : IsClosed S)
    (hsm : ∀ c : ℝ, ∀ x ∈ S, c • x ∈ S) {u : n → ℝ} (hu : u ∈ S) (hu0 : u ≠ 0) :
    ∃ v ∈ S, v ⬝ᵥ v = 1 ∧ ∀ x ∈ S, (v ⬝ᵥ M *ᵥ v) * (x ⬝ᵥ x) ≤ x ⬝ᵥ M *ᵥ x := by
  have hpos : ∀ x : n → ℝ, x ≠ 0 → 0 < x ⬝ᵥ x := fun x hx =>
    lt_of_le_of_ne (Finset.sum_nonneg fun i _ => mul_self_nonneg (x i))
      (fun h => hx (dotProduct_self_eq_zero.mp h.symm))
  have hscale : ∀ x : n → ℝ, x ≠ 0 → ∃ c : ℝ, c ^ 2 * (x ⬝ᵥ x) = 1 := fun x hx =>
    ⟨(√(x ⬝ᵥ x))⁻¹, by
      rw [inv_pow, Real.sq_sqrt (hpos x hx).le, inv_mul_cancel₀ (hpos x hx).ne']⟩
  have hunit : ∀ (c : ℝ) (x : n → ℝ), c ^ 2 * (x ⬝ᵥ x) = 1 → (c • x) ⬝ᵥ (c • x) = 1 := by
    intro c x h
    rw [smul_dotProduct, dotProduct_smul, smul_eq_mul, smul_eq_mul]
    linear_combination h
  -- the part of the unit sphere that lies in S is compact
  have hc : IsCompact (S ∩ {x : n → ℝ | x ⬝ᵥ x = 1}) := by
    refine Metric.isCompact_of_isClosed_isBounded (hS.inter (isClosed_eq
      (by simp only [dotProduct]; fun_prop) continuous_const))
      ((Metric.isBounded_closedBall (x := (0 : n → ℝ)) (r := 1)).subset fun x hx => ?_)
    rw [mem_closedBall_zero_iff, pi_norm_le_iff_of_nonneg zero_le_one]
    intro i
    have h1 : ∑ j, x j * x j = 1 := hx.2
    have h2 : x i * x i ≤ ∑ j, x j * x j :=
      Finset.single_le_sum (f := fun j => x j * x j) (fun j _ => mul_self_nonneg (x j))
        (Finset.mem_univ i)
    rw [Real.norm_eq_abs, abs_le]
    constructor <;> nlinarith
  have hcont : Continuous fun x : n → ℝ => x ⬝ᵥ M *ᵥ x := by
    simp only [dotProduct, mulVec]
    fun_prop
  obtain ⟨c, hcu⟩ := hscale u hu0
  obtain ⟨v, hv, hmin⟩ := hc.exists_isMinOn ⟨c • u, hsm c u hu, hunit c u hcu⟩ hcont.continuousOn
  refine ⟨v, hv.1, hv.2, fun x hx => ?_⟩
  by_cases hx0 : x = 0
  · simp [hx0]
  obtain ⟨b, hb⟩ := hscale x hx0
  have h := isMinOn_iff.mp hmin (b • x) ⟨hsm b x hx, hunit b x hb⟩
  simp only [mulVec_smul, smul_dotProduct, dotProduct_smul, smul_eq_mul] at h
  calc _ ≤ (b * (b * (x ⬝ᵥ M *ᵥ x))) * (x ⬝ᵥ x) :=
        mul_le_mul_of_nonneg_right h (hpos x hx0).le
    _ = _ := by linear_combination (x ⬝ᵥ M *ᵥ x) * hb

/-- For a symmetric matrix on a nonempty set of sites the slowest rate is the least eigenvalue,
and its lower bounds are exactly the lower bounds of the Rayleigh quotient. -/
theorem slowRate_spec [Nonempty n] {M : Matrix n n ℝ} (hM : M.IsSymm) :
    IsLeast (decayRates M) (slowRate M) ∧
      ∀ c, c ≤ slowRate M ↔ ∀ x : n → ℝ, c * (x ⬝ᵥ x) ≤ x ⬝ᵥ M *ᵥ x := by
  obtain ⟨v, -, hv, hmin⟩ := exists_min M isClosed_univ (fun _ _ _ => Set.mem_univ _)
    (Set.mem_univ (1 : n → ℝ)) one_ne_zero
  have hmin' : ∀ x : n → ℝ, (v ⬝ᵥ M *ᵥ v) * (x ⬝ᵥ x) ≤ x ⬝ᵥ M *ᵥ x :=
    fun x => hmin x (Set.mem_univ x)
  have hnn : ∀ x : n → ℝ, 0 ≤ x ⬝ᵥ x := fun x =>
    Finset.sum_nonneg fun i _ => mul_self_nonneg (x i)
  have hl : IsLeast (decayRates M) (v ⬝ᵥ M *ᵥ v) := by
    refine ⟨⟨v, ?_, eigen_of_min hM hmin' (by rw [hv, mul_one])⟩, ?_⟩
    · rintro rfl
      simp at hv
    · rintro ν ⟨x, hx, hxe⟩
      have h := hmin' x
      rw [hxe, dotProduct_smul, smul_eq_mul] at h
      exact le_of_mul_le_mul_right h
        (lt_of_le_of_ne (hnn x) fun h => hx (dotProduct_self_eq_zero.mp h.symm))
  have hs : slowRate M = v ⬝ᵥ M *ᵥ v := hl.csInf_eq
  rw [hs]
  refine ⟨hl, fun c => ⟨fun h x => (mul_le_mul_of_nonneg_right h (hnn x)).trans (hmin' x),
    fun h => ?_⟩⟩
  have h1 := h v
  rwa [hv, mul_one] at h1
```

**Q.** Where is the diffusion?

**A.** In `relaxMatrix W k D`, which is $DL+K$. Here $K$ is diagonal with entries $k_i$, and $L$ is the Laplacian of the exchange rates $W_{ij}$; a 0/1 adjacency matrix gives the ordinary graph Laplacian. For symmetric $W_{ij}\ge0$, pairing $(i,j)$ with $(j,i)$ yields
$$x\cdot Lx=\tfrac12\sum_{i,j}W_{ij}(x_i-x_j)^2\ge0,$$
so raising $D$ never lowers the form, nor its minimum. The uniform vector has $L$-form zero and Rayleigh quotient $\bar k=\frac1N\sum_i k_i$, which bounds the slowest rate from above.

```lean
variable [DecidableEq n]

/-- The Laplacian of the network with exchange rates `W i j`. -/
def laplacian (W : Matrix n n ℝ) : Matrix n n ℝ := diagonal (fun i => ∑ j, W i j) - W

/-- The relaxation matrix `D L + K`: spin diffusion of strength `D` plus local relaxation. -/
def relaxMatrix (W : Matrix n n ℝ) (k : n → ℝ) (D : ℝ) : Matrix n n ℝ :=
  D • laplacian W + diagonal k

/-- For symmetric exchange rates the Laplacian form is half the sum, over ordered pairs of sites,
of the exchange rate times the squared difference of polarisation. -/
theorem laplacian_form {W : Matrix n n ℝ} (hW : W.IsSymm) (x : n → ℝ) :
    x ⬝ᵥ laplacian W *ᵥ x = (∑ i, ∑ j, W i j * (x i - x j) ^ 2) / 2 := by
  have h1 : x ⬝ᵥ laplacian W *ᵥ x = ∑ i, ∑ j, W i j * (x i ^ 2 - x i * x j) := by
    rw [laplacian, sub_mulVec]
    simp only [dotProduct, Pi.sub_apply, mulVec_diagonal]
    refine Finset.sum_congr rfl fun i _ => ?_
    simp only [mulVec, dotProduct]
    rw [Finset.sum_mul, ← Finset.sum_sub_distrib, Finset.mul_sum]
    exact Finset.sum_congr rfl fun j _ => by ring
  -- exchange the names of the two sites
  have h2 : ∑ i, ∑ j, W i j * (x i ^ 2 - x i * x j)
      = ∑ i, ∑ j, W i j * (x j ^ 2 - x i * x j) := by
    rw [Finset.sum_comm]
    refine Finset.sum_congr rfl fun i _ => Finset.sum_congr rfl fun j _ => ?_
    rw [hW.apply i j]
    ring
  have h3 : ∑ i, ∑ j, W i j * (x i - x j) ^ 2 = ∑ i, ∑ j, W i j * (x i ^ 2 - x i * x j)
      + ∑ i, ∑ j, W i j * (x j ^ 2 - x i * x j) := by
    rw [← Finset.sum_add_distrib]
    refine Finset.sum_congr rfl fun i _ => ?_
    rw [← Finset.sum_add_distrib]
    exact Finset.sum_congr rfl fun j _ => by ring
  linarith

/-- The relaxation form splits into a diffusion part and a local part. -/
theorem relax_form (W : Matrix n n ℝ) (k : n → ℝ) (D : ℝ) (x : n → ℝ) :
    x ⬝ᵥ relaxMatrix W k D *ᵥ x = D * (x ⬝ᵥ laplacian W *ᵥ x) + ∑ i, k i * x i ^ 2 := by
  rw [relaxMatrix, add_mulVec, smul_mulVec, dotProduct_add, dotProduct_smul, smul_eq_mul]
  congr 1
  simp only [dotProduct, mulVec_diagonal]
  exact Finset.sum_congr rfl fun i _ => by ring

/-- For symmetric exchange rates on a nonempty set of sites, the Rayleigh quotient of uniform
polarisation is the mean local rate. -/
theorem uniform_form [Nonempty n] {W : Matrix n n ℝ} (hW : W.IsSymm) (k : n → ℝ) (D : ℝ) :
    (fun _ : n => (1 : ℝ)) ⬝ᵥ relaxMatrix W k D *ᵥ (fun _ => 1)
      = meanRate k * ((fun _ : n => (1 : ℝ)) ⬝ᵥ (fun _ => 1)) := by
  have hN : (Fintype.card n : ℝ) ≠ 0 := Nat.cast_ne_zero.mpr Fintype.card_ne_zero
  have e1 : (fun _ : n => (1 : ℝ)) ⬝ᵥ (fun _ => 1) = Fintype.card n := by simp [dotProduct]
  rw [relax_form, laplacian_form hW, e1, meanRate, div_mul_cancel₀ _ hN]
  simp
```

**Q.** Why is that bound approached?

**A.** Non-uniform polarisation becomes expensive. Minimise $x\cdot Lx$ over unit vectors of zero sum. If the minimum were zero, sites joined by a positive exchange rate would have equal values; on a connected network the minimiser would then be constant with zero sum, hence zero, which no unit vector is. So there is a gap $g>0$ with $y\cdot Ly\ge g|y|^2$ whenever $\sum_i y_i=0$. (For $N=1$ only $y=0$ occurs.)

```lean
/-- A linked network with symmetric non-negative exchange rates has a positive diffusion gap on
polarisations of zero sum. -/
theorem exists_gap {W : Matrix n n ℝ} (hW : W.IsSymm) (hpos : ∀ i j, 0 ≤ W i j)
    (hlink : Linked W) :
    ∃ g > 0, ∀ x : n → ℝ, ∑ i, x i = 0 → g * (x ⬝ᵥ x) ≤ x ⬝ᵥ laplacian W *ᵥ x := by
  by_cases hex : ∃ u : n → ℝ, ∑ i, u i = 0 ∧ u ≠ 0
  swap
  · refine ⟨1, one_pos, fun x hx => ?_⟩
    have h0 : x = 0 := by
      by_contra h
      exact hex ⟨x, hx, h⟩
    simp [h0]
  obtain ⟨u, hu, hu0⟩ := hex
  obtain ⟨v, hvS, hv, hmin⟩ := exists_min (laplacian W) (S := {x : n → ℝ | ∑ i, x i = 0})
    (isClosed_eq (by fun_prop) continuous_const)
    (fun c x hx => by
      change ∑ i, c * x i = 0
      rw [← Finset.mul_sum, show ∑ i, x i = 0 from hx, mul_zero]) hu hu0
  have hform := laplacian_form hW v
  have hnn : ∀ i j, 0 ≤ W i j * (v i - v j) ^ 2 := fun i j =>
    mul_nonneg (hpos i j) (sq_nonneg _)
  have h0 : 0 ≤ v ⬝ᵥ laplacian W *ᵥ v := by
    rw [hform]
    exact div_nonneg (Finset.sum_nonneg fun i _ => Finset.sum_nonneg fun j _ => hnn i j)
      (by norm_num)
  refine ⟨_, lt_of_le_of_ne h0 fun hz => ?_, hmin⟩
  -- a vanishing form makes the polarisation equal on linked sites
  have hsum : ∑ i, ∑ j, W i j * (v i - v j) ^ 2 = 0 := by linarith
  have hedge : ∀ a b, 0 < W a b → v a = v b := by
    intro a b hab
    have h1 := (Finset.sum_eq_zero_iff_of_nonneg fun i _ =>
      Finset.sum_nonneg fun j _ => hnn i j).mp hsum a (Finset.mem_univ a)
    have h2 := (Finset.sum_eq_zero_iff_of_nonneg fun j _ => hnn a j).mp h1 b (Finset.mem_univ b)
    rcases mul_eq_zero.mp h2 with h | h
    · exact absurd h hab.ne'
    · exact sub_eq_zero.mp ((pow_eq_zero_iff two_ne_zero).mp h)
  have hall : ∀ i j, v i = v j := by
    intro i j
    have hij := hlink i j
    induction hij with
    | refl => rfl
    | tail _ hbc ih => exact ih.trans (hedge _ _ hbc)
  have hv0 : v = 0 := by
    funext i
    have h1 : ∑ j, v j = ∑ _j : n, v i := Finset.sum_congr rfl fun j _ => hall j i
    rw [show ∑ j, v j = 0 from hvS, Finset.sum_const, Finset.card_univ, nsmul_eq_mul] at h1
    have hN : (Fintype.card n : ℝ) ≠ 0 :=
      Nat.cast_ne_zero.mpr (Fintype.card_pos_iff.mpr ⟨i⟩).ne'
    exact (mul_eq_zero.mp h1.symm).resolve_left hN
  rw [hv0] at hv
  simp at hv
```

Now write $x_i=a+y_i$ with $\sum_i y_i=0$, and let $s=\sum_i(k_i-\bar k)y_i$ and $\sigma^2=\frac1N\sum_i(k_i-\bar k)^2$. Then $|x|^2=Na^2+|y|^2$ and
$$x\cdot(DL+K)x=D\,y\cdot Ly+N\bar k a^2+2as+\sum_i k_iy_i^2.$$
If all $k_i\ge0$ and $Dg\ge\bar k+\sigma^2/\delta$ with $\delta>0$, subtracting $(\bar k-\delta)|x|^2$ leaves at least
$$N\delta a^2+2as+\frac{\sigma^2}{\delta}|y|^2=\frac{(N\delta a+s)^2+N\sigma^2|y|^2-s^2}{N\delta}\ge0,$$
by Cauchy–Schwarz. The slowest rate is then at least $\bar k-\delta$. In the code, `core` is this estimate and `hq` the completed square.

```lean
/-- Criterion for fast diffusion, for symmetric exchange, non-negative local rates and `D ≥ 0`: if
`D` times a diffusion gap `g` is at least the mean rate plus the variance of the rates over
`δ > 0`, the slowest rate is at most `δ` below the mean. -/
theorem mean_sub_le_slowRate [Nonempty n] {W : Matrix n n ℝ} (hW : W.IsSymm) {k : n → ℝ}
    (hk : ∀ i, 0 ≤ k i) {g D δ : ℝ}
    (hg : ∀ x : n → ℝ, ∑ i, x i = 0 → g * (x ⬝ᵥ x) ≤ x ⬝ᵥ laplacian W *ᵥ x)
    (hD0 : 0 ≤ D) (hδ : 0 < δ)
    (hD : meanRate k + (∑ i, (k i - meanRate k) ^ 2) / Fintype.card n / δ ≤ D * g) :
    meanRate k - δ ≤ slowRate (relaxMatrix W k D) := by
  have hS : (relaxMatrix W k D).IsSymm :=
    (((isSymm_diagonal _).sub hW).smul D).add (isSymm_diagonal k)
  have hN : (0 : ℝ) < Fintype.card n := Nat.cast_pos.mpr Fintype.card_pos
  have hkm : ∑ i, k i = Fintype.card n * meanRate k := by
    rw [meanRate, mul_div_cancel₀ _ hN.ne']
  obtain ⟨T, hT⟩ : ∃ T, T = (∑ i, (k i - meanRate k) ^ 2) / Fintype.card n / δ := ⟨_, rfl⟩
  rw [← hT] at hD
  have hT' : T * (Fintype.card n * δ) = ∑ i, (k i - meanRate k) ^ 2 := by
    rw [hT, div_div, div_mul_cancel₀ _ (mul_pos hN hδ).ne']
  -- split the polarisation into a uniform part a and a rest y of zero sum
  have core : ∀ (a : ℝ) (y : n → ℝ), ∑ i, y i = 0 →
      (meanRate k - δ) * ((fun i => a + y i) ⬝ᵥ (fun i => a + y i))
        ≤ (fun i => a + y i) ⬝ᵥ relaxMatrix W k D *ᵥ (fun i => a + y i) := by
    intro a y hy
    have hxx : (fun i => a + y i) ⬝ᵥ (fun i => a + y i)
        = Fintype.card n * a ^ 2 + 2 * a * ∑ i, y i + y ⬝ᵥ y := by
      calc _ = ∑ i, (a ^ 2 + 2 * a * y i + y i * y i) :=
            Finset.sum_congr rfl fun i _ => by ring
        _ = _ := by
            simp only [dotProduct, Finset.sum_add_distrib, Finset.mul_sum, Finset.sum_const,
              Finset.card_univ, nsmul_eq_mul]
    have hL : (fun i => a + y i) ⬝ᵥ laplacian W *ᵥ (fun i => a + y i)
        = y ⬝ᵥ laplacian W *ᵥ y := by
      rw [laplacian_form hW, laplacian_form hW]
      simp only [add_sub_add_left_eq_sub]
    have hkx : ∑ i, k i * (a + y i) ^ 2 = a ^ 2 * ∑ i, k i
        + 2 * a * ∑ i, (k i - meanRate k) * y i + ∑ i, k i * y i ^ 2
        + 2 * a * meanRate k * ∑ i, y i := by
      simp only [Finset.mul_sum, ← Finset.sum_add_distrib]
      exact Finset.sum_congr rfl fun i _ => by ring
    have hCS : (∑ i, (k i - meanRate k) * y i) ^ 2
        ≤ (∑ i, (k i - meanRate k) ^ 2) * (y ⬝ᵥ y) := by
      have h := Finset.sum_mul_sq_le_sq_mul_sq Finset.univ (fun i => k i - meanRate k) y
      have e : y ⬝ᵥ y = ∑ i, y i ^ 2 := Finset.sum_congr rfl fun i _ => by ring
      rw [e]
      exact h
    have hP : 0 ≤ y ⬝ᵥ y := Finset.sum_nonneg fun i _ => mul_self_nonneg (y i)
    have hE : 0 ≤ ∑ i, k i * y i ^ 2 :=
      Finset.sum_nonneg fun i _ => mul_nonneg (hk i) (sq_nonneg _)
    -- complete the square in the uniform part
    have hq : 0 ≤ Fintype.card n * δ * a ^ 2 + 2 * a * ∑ i, (k i - meanRate k) * y i
        + T * (y ⬝ᵥ y) := by
      refine le_of_mul_le_mul_left ?_ (mul_pos hN hδ)
      linear_combination sq_nonneg (Fintype.card n * δ * a + ∑ i, (k i - meanRate k) * y i)
        + hCS - (y ⬝ᵥ y) * hT'
    have h1 := mul_le_mul_of_nonneg_left (hg y hy) hD0
    have h2 := mul_le_mul_of_nonneg_right hD hP
    have h3 := mul_nonneg hδ.le hP
    rw [relax_form, hL, hxx, hkx, hy, hkm]
    linarith
  refine ((slowRate_spec hS).2 _).mpr fun x => ?_
  have h := core ((∑ i, x i) / Fintype.card n) (fun i => x i - (∑ i, x i) / Fintype.card n) (by
    rw [Finset.sum_sub_distrib, Finset.sum_const, Finset.card_univ, nsmul_eq_mul,
      mul_div_cancel₀ _ hN.ne', sub_self])
  simpa only [add_sub_cancel] using h
```

**Q.** What does the main theorem say, then?

**A.** For finitely many sites, at least one, with symmetric $W_{ij}\ge0$, `Linked W` and $k_i\ge0$, the slowest rate is nondecreasing in $D$, at most $\bar k$, and tends to $\bar k$ as $D\to\infty$. The limit takes $\delta=\varepsilon/2$ in the criterion.

```lean
/-- Fast spin diffusion: on a nonempty linked network with symmetric non-negative exchange rates
and non-negative local rates, the smallest eigenvalue of `D L + K` is nondecreasing in `D`, never
exceeds the mean local rate, and tends to it as `D` tends to infinity. -/
theorem fast_spin_diffusion [Nonempty n] {W : Matrix n n ℝ} (hW : W.IsSymm)
    (hpos : ∀ i j, 0 ≤ W i j) (hlink : Linked W) {k : n → ℝ} (hk : ∀ i, 0 ≤ k i) :
    Monotone (fun D => slowRate (relaxMatrix W k D)) ∧
      (∀ D, slowRate (relaxMatrix W k D) ≤ meanRate k) ∧
      Tendsto (fun D => slowRate (relaxMatrix W k D)) atTop (𝓝 (meanRate k)) := by
  have hS : ∀ D, (relaxMatrix W k D).IsSymm := fun D =>
    (((isSymm_diagonal _).sub hW).smul D).add (isSymm_diagonal k)
  have hup : ∀ D, slowRate (relaxMatrix W k D) ≤ meanRate k := by
    intro D
    have h := ((slowRate_spec (hS D)).2 _).mp le_rfl (fun _ => 1)
    rw [uniform_form hW] at h
    exact le_of_mul_le_mul_right h (by simp [dotProduct, Fintype.card_pos])
  refine ⟨fun D₁ D₂ h12 => ?_, hup, ?_⟩
  · refine ((slowRate_spec (hS D₂)).2 _).mpr fun x => ?_
    have h := ((slowRate_spec (hS D₁)).2 _).mp le_rfl x
    have hL : 0 ≤ x ⬝ᵥ laplacian W *ᵥ x := by
      rw [laplacian_form hW]
      exact div_nonneg (Finset.sum_nonneg fun i _ => Finset.sum_nonneg fun j _ =>
        mul_nonneg (hpos i j) (sq_nonneg _)) (by norm_num)
    rw [relax_form] at h ⊢
    linarith [mul_le_mul_of_nonneg_right h12 hL]
  · obtain ⟨g, hg0, hg⟩ := exists_gap hW hpos hlink
    rw [Metric.tendsto_atTop]
    intro ε hε
    refine ⟨max 0 ((meanRate k
      + (∑ i, (k i - meanRate k) ^ 2) / Fintype.card n / (ε / 2)) / g), fun D hD => ?_⟩
    have h := mean_sub_le_slowRate hW hk hg ((le_max_left _ _).trans hD) (half_pos hε)
      ((div_le_iff₀ hg0).mp ((le_max_right _ _).trans hD))
    have h' := hup D
    rw [Real.dist_eq, abs_lt]
    constructor <;> linarith
```

**Q.** Does it need the links?

**A.** In general the limit does. Take two sites with $W=0$ and rates $0$ and $2$: the slowest rate stays $0$, while the mean is $1$.

**Q.** Can the mean be reached at finite $D$?

**A.** For $D\ge0$, only if all local rates are equal. Equality makes the uniform vector a minimiser, hence an eigenvector, so each $k_i=\bar k$. Conversely, equal rates give $K=\bar k I$, and $L$ only adds to the form.

```lean
/-- For symmetric non-negative exchange rates on a nonempty set of sites and `D ≥ 0`, the slowest
rate equals the mean local rate exactly when all local rates are equal to that mean. -/
theorem slowRate_eq_mean_iff [Nonempty n] {W : Matrix n n ℝ} (hW : W.IsSymm)
    (hpos : ∀ i j, 0 ≤ W i j) (k : n → ℝ) {D : ℝ} (hD : 0 ≤ D) :
    slowRate (relaxMatrix W k D) = meanRate k ↔ ∀ i, k i = meanRate k := by
  have hS : (relaxMatrix W k D).IsSymm :=
    (((isSymm_diagonal _).sub hW).smul D).add (isSymm_diagonal k)
  constructor
  · intro h i
    -- uniform polarisation attains the minimum, so it is an eigenvector
    have h1 := congrFun (eigen_of_min hS (((slowRate_spec hS).2 _).mp h.ge)
      (uniform_form hW k D)) i
    have hL : (laplacian W *ᵥ fun _ => (1 : ℝ)) i = 0 := by
      rw [laplacian, sub_mulVec, Pi.sub_apply, mulVec_diagonal]
      simp [mulVec, dotProduct]
    rw [relaxMatrix, add_mulVec, smul_mulVec, Pi.add_apply, Pi.smul_apply, hL,
      mulVec_diagonal] at h1
    simpa using h1
  · intro h
    refine le_antisymm ?_ (((slowRate_spec hS).2 _).mpr fun x => ?_)
    · have h1 := ((slowRate_spec hS).2 _).mp le_rfl (fun _ => 1)
      rw [uniform_form hW] at h1
      exact le_of_mul_le_mul_right h1 (by simp [dotProduct, Fintype.card_pos])
    · have hL : 0 ≤ x ⬝ᵥ laplacian W *ᵥ x := by
        rw [laplacian_form hW]
        exact div_nonneg (Finset.sum_nonneg fun i _ => Finset.sum_nonneg fun j _ =>
          mul_nonneg (hpos i j) (sq_nonneg _)) (by norm_num)
      have e : ∑ i, k i * x i ^ 2 = meanRate k * (x ⬝ᵥ x) := by
        rw [dotProduct, Finset.mul_sum]
        exact Finset.sum_congr rfl fun i _ => by rw [h i]; ring
      rw [relax_form, e]
      linarith [mul_nonneg hD hL]

end

end FastSpinDiffusion
```

```lean
#print axioms FastSpinDiffusion.fast_spin_diffusion
#print axioms FastSpinDiffusion.slowRate_eq_mean_iff
```

```
'FastSpinDiffusion.fast_spin_diffusion' depends on axioms: [propext, Classical.choice, Quot.sound]
'FastSpinDiffusion.slowRate_eq_mean_iff' depends on axioms: [propext, Classical.choice, Quot.sound]
```

**Q.** What physics is left out?

**A.** Coherent spin dynamics, and sites of unequal capacity, whose exchange matrix need not be symmetric. The theorem concerns only the slowest mode, not its amplitude in a measured signal. In simulations of nuclear relaxation with such a finite classical rate model, the criterion gives a sufficient condition for $\bar k$ to stand in for the slowest eigenvalue to within $\delta$.
